# Convergence in the energy norm does not control the contact density

**Q:** Before I object to anything, what are the functions, and what does "energy norm" mean here?

**A:** Space is three-dimensional Euclidean space with its usual volume, the nucleus sits at the origin, and $r=|x|$. Orbitals are real functions of one electron's position. In Lean, a point is an element of `EuclideanSpace ℝ (Fin 3)`.

```lean
import Mathlib

open MeasureTheory Filter Set
open scoped Real Topology

namespace ContactDensity

noncomputable section

/-- Three-dimensional position space, with the nucleus at the origin. -/
abbrev Space := EuclideanSpace ℝ (Fin 3)
```

The test function is an exponential spike of height $c$ and decay rate $a$,
$$f_a(x)=c\,e^{-ar}.$$

```lean
/-- The exponential spike `c exp(-a r)` centred at the nucleus. -/
def spike (c a : ℝ) (x : Space) : ℝ := c * Real.exp (-(a * ‖x‖))
```

The squared energy norm of a function $f$ is $\int f^2+\int|\nabla f|^2$. Lengths are measured in a fixed unit, say the bohr, so the two terms can be added. In atomic units the kinetic energy is half the second term.

```lean
/-- The squared energy norm: the integral of `f²` plus the integral of `|∇f|²`. -/
def energyNormSq (f : Space → ℝ) : ℝ :=
  (∫ x, f x ^ 2) + ∫ x, ‖gradient f x‖ ^ 2
```

The attraction to a unit point charge is, up to sign, $\int f^2/r$.

```lean
/-- The integral of `f² / r`, the nuclear attraction of `f` for unit charge, up to sign. -/
def nuclearAttraction (f : Space → ℝ) : ℝ := ∫ x, f x ^ 2 / ‖x‖
```

Finally, given any function $\psi$ and a real number $d$, we add the spike that moves the value at the nucleus from $\psi(0)$ to $d$:
$$\psi_a(x)=\psi(x)+(d-\psi(0))\,e^{-ar}.$$

```lean
/-- The function `ψ` with a spike added that changes its value at the nucleus to `d`. -/
def spiked (ψ : Space → ℝ) (d a : ℝ) (x : Space) : ℝ := ψ x + spike (d - ψ 0) a x
```

The contact density of a normalised orbital is its squared value at the nucleus. It enters the Fermi contact part of the hyperfine coupling.

**Q:** A spike that gets narrower also gets steeper. Why doesn't its kinetic energy blow up?

**A:** Because the volume shrinks faster than the squared slope grows. For a radial function,
$$\int g(|x|)\,d^3x=4\pi\int_0^\infty r^2g(r)\,dr.$$
For $b>0$ set $M_n=\int_0^\infty r^ne^{-br}\,dr$. Then $M_0=1/b$, and integration by parts gives $M_n=(n/b)M_{n-1}$ for $n\ge1$, so $M_n=n!/b^{n+1}$. Since $f_a^2=c^2e^{-2ar}$, we take $b=2a$ with $a>0$:
$$\int f_a^2=4\pi c^2\,\frac{2}{(2a)^3}=\frac{\pi c^2}{a^3},\qquad
\int\frac{f_a^2}{r}=4\pi c^2\,\frac{1}{(2a)^2}=\frac{\pi c^2}{a^2}.$$
Away from the nucleus $\nabla r=x/r$, hence
$$\nabla f_a=-ac\,e^{-ar}\,\frac{x}{r},\qquad |\nabla f_a|^2=a^2f_a^2,\qquad
\int|\nabla f_a|^2=a^2\,\frac{\pi c^2}{a^3}=\frac{\pi c^2}{a}.$$
All three integrals tend to zero as $a\to\infty$, while $f_a(0)=c$ throughout.

**Q:** Show me that the formal version really computes these integrals. Where does the $4\pi$ come from?

**A:** From the volume of the unit ball. Mathlib's formula for radial integrals has the prefactor dimension times ball volume, here $3\cdot 4\pi/3$, and the radial weight $r^{3-1}$.

```lean
/-- The integral of a radial function over space is `4π ∫ r² g(r) dr`. -/
theorem integral_radial (g : ℝ → ℝ) :
    ∫ x : Space, g ‖x‖ = 4 * π * ∫ r in Ioi (0 : ℝ), r ^ 2 * g r := by
  have hv : (volume : Measure Space).real (Metric.ball (0 : Space) 1) = π * 4 / 3 := by
    rw [Measure.real, EuclideanSpace.volume_ball_fin_three, ENNReal.ofReal_one, one_pow,
      one_mul, ENNReal.toReal_ofReal (by positivity)]
  rw [integral_fun_norm_addHaar volume g, hv, finrank_euclideanSpace_fin]
  simp only [nsmul_eq_mul, smul_eq_mul, Nat.reduceSub, Nat.cast_ofNat]
  ring
```

The moments come from Mathlib's Gamma-function integral in place of repeated integration by parts. That integral uses real exponents, so part of the proof converts them to natural powers.

```lean
/-- For `b > 0` the radial moment `∫ rⁿ exp(-b r) dr` over the half-line is `n! / bⁿ⁺¹`. -/
theorem exponential_moment (n : ℕ) {b : ℝ} (hb : 0 < b) :
    ∫ r in Ioi (0 : ℝ), r ^ n * Real.exp (-(b * r)) = (n.factorial : ℝ) / b ^ (n + 1) := by
  have h := Real.integral_rpow_mul_exp_neg_mul_Ioi (a := (n : ℝ) + 1) (r := b)
    (by positivity) hb
  have e : (1 / b) ^ ((n : ℝ) + 1) = (1 / b) ^ (n + 1) := by
    exact_mod_cast Real.rpow_natCast (1 / b) (n + 1)
  simp only [add_sub_cancel_right, Real.rpow_natCast, Real.Gamma_nat_eq_factorial] at h
  rw [h, e, one_div, inv_pow, div_eq_mul_inv, mul_comm]
```

The next lemma is the identity $f_a^2=c^2e^{-2ar}$, written for the radial profile.

```lean
/-- Squaring the exponential profile squares its height and doubles its decay rate. -/
lemma sq_exponential (c a r : ℝ) :
    (c * Real.exp (-(a * r))) ^ 2 = c ^ 2 * Real.exp (-(2 * a * r)) := by
  have h : Real.exp (-(2 * a * r)) = Real.exp (-(a * r)) ^ 2 := by
    rw [← Real.exp_nat_mul]
    congr 1
    push_cast
    ring
  rw [h]
  ring
```

With these, the norm integral is the case $n=2$, $b=2a$. The step `integral_const_mul` takes $c^2$ outside the integral.

```lean
/-- For `a > 0` the integral of the squared spike is `π c² / a³`. -/
theorem integral_spike_sq (c : ℝ) {a : ℝ} (ha : 0 < a) :
    ∫ x, spike c a x ^ 2 = π * c ^ 2 / a ^ 3 := by
  refine (integral_radial (fun r => (c * Real.exp (-(a * r))) ^ 2)).trans ?_
  have e : ∫ r in Ioi (0 : ℝ), r ^ 2 * (c * Real.exp (-(a * r))) ^ 2
      = c ^ 2 * ∫ r in Ioi (0 : ℝ), r ^ 2 * Real.exp (-(2 * a * r)) := by
    rw [← integral_const_mul]
    refine setIntegral_congr_fun measurableSet_Ioi fun r _ => ?_
    rw [sq_exponential]
    ring
  have h2 : (Nat.factorial 2 : ℝ) = 2 := by norm_num [Nat.factorial]
  rw [e, exponential_moment 2 (by positivity), h2]
  ring
```

For the attraction, one factor of $r$ from the volume element cancels the $1/r$, which leaves $n=1$. The cancellation takes place on the open half-line, where $r\neq0$.

```lean
/-- For `a > 0` the nuclear attraction integral of the spike is `π c² / a²`. -/
theorem nuclearAttraction_spike (c : ℝ) {a : ℝ} (ha : 0 < a) :
    nuclearAttraction (spike c a) = π * c ^ 2 / a ^ 2 := by
  refine (integral_radial (fun r => (c * Real.exp (-(a * r))) ^ 2 / r)).trans ?_
  -- one power of `r` from the volume element cancels the Coulomb singularity
  have e : ∫ r in Ioi (0 : ℝ), r ^ 2 * ((c * Real.exp (-(a * r))) ^ 2 / r)
      = c ^ 2 * ∫ r in Ioi (0 : ℝ), r ^ 1 * Real.exp (-(2 * a * r)) := by
    rw [← integral_const_mul]
    refine setIntegral_congr_fun measurableSet_Ioi fun r hr => ?_
    have hr0 : r ≠ 0 := ne_of_gt hr
    rw [sq_exponential]
    field_simp
  rw [e, exponential_moment 1 (by positivity), Nat.factorial_one, Nat.cast_one]
  ring
```

**Q:** The spike has a cusp. What is the gradient at the nucleus?

**A:** There is none when $ac\neq0$, and the gradient formula therefore assumes $x\neq0$. For a small counter-example without that assumption, take $a=c=1$: along a line through the origin the function is $e^{-|t|}$, with slope $1$ on one side and $-1$ on the other.

Away from the origin, the proof differentiates $r$ as the square root of $|x|^2$ (`hn`), differentiates the profile in $r$ (`hg`), and combines the two by the chain rule. Its last lines check that the resulting derivative, applied to any direction $y$, is the inner product of the claimed gradient with $y$.

```lean
/-- Away from the nucleus the gradient of the spike is `-(a c exp(-a r) / r) x`. -/
theorem hasGradientAt_spike (c a : ℝ) {x : Space} (hx : x ≠ 0) :
    HasGradientAt (spike c a) (-(a * c * Real.exp (-(a * ‖x‖)) / ‖x‖) • x) x := by
  have hn : HasFDerivAt (fun y : Space => ‖y‖)
      ((1 / (2 * ‖x‖)) • (2 • innerSL ℝ x)) x := by
    simpa only [Real.sqrt_sq (norm_nonneg _)] using
      (hasStrictFDerivAt_norm_sq x).hasFDerivAt.sqrt (pow_ne_zero 2 (norm_ne_zero_iff.mpr hx))
  have hg : HasDerivAt (fun r : ℝ => c * Real.exp (-(a * r)))
      (c * (Real.exp (-(a * ‖x‖)) * (-(a * 1)))) ‖x‖ :=
    (((hasDerivAt_id' ‖x‖).const_mul a).fun_neg.exp).const_mul c
  -- chain rule through the radius
  rw [hasGradientAt_iff_hasFDerivAt]
  refine HasFDerivAt.congr_fderiv (hg.comp_hasFDerivAt x hn) ?_
  refine ContinuousLinearMap.ext fun y => ?_
  change c * (Real.exp (-(a * ‖x‖)) * (-(a * 1))) * (1 / (2 * ‖x‖) * ((2 : ℕ) • inner ℝ x y))
    = inner ℝ (-(a * c * Real.exp (-(a * ‖x‖)) / ‖x‖) • x) y
  rw [real_inner_smul_left]
  simp only [nsmul_eq_mul, Nat.cast_ofNat]
  ring
```

A single point has no volume, so the cusp does not affect the integral. The relation $|\nabla f_a|^2=a^2f_a^2$ is stated at almost every point, and the proof removes the origin before using the gradient formula.

```lean
/-- At almost every point the spike satisfies `|∇f|² = a² f²`. -/
theorem gradient_spike_sq_ae (c a : ℝ) :
    (fun x => ‖gradient (spike c a) x‖ ^ 2) =ᵐ[volume] fun x => a ^ 2 * spike c a x ^ 2 := by
  have h0 : ({0} : Set Space)ᶜ ∈ ae (volume : Measure Space) :=
    compl_mem_ae_iff.mpr (measure_singleton (0 : Space))
  filter_upwards [h0] with x hx
  have hx0 : x ≠ 0 := hx
  rw [(hasGradientAt_spike c a hx0).gradient, norm_smul, mul_pow, Real.norm_eq_abs, sq_abs,
    ← mul_pow, neg_mul, div_mul_cancel₀ _ (norm_ne_zero_iff.mpr hx0), spike]
  ring
```

The gradient integral is then $a^2$ times the norm integral.

```lean
/-- For `a > 0` the integral of `|∇f|²` for the spike is `π c² / a`. -/
theorem integral_gradient_spike_sq (c : ℝ) {a : ℝ} (ha : 0 < a) :
    ∫ x, ‖gradient (spike c a) x‖ ^ 2 = π * c ^ 2 / a := by
  rw [integral_congr_ae (gradient_spike_sq_ae c a), integral_const_mul, integral_spike_sq c ha]
  field_simp
```

**Q:** I have heard that Lean gives a divergent integral the value zero. Could your limits be zero for that reason?

**A:** The convention exists, and it is the reason for a separate theorem stating that all three integrands are integrable when $a>0$. Its proof even exploits the convention: if $c\neq0$, the first two integrals have been computed and are positive, so they can't be the default zero, and the integrands must be integrable. If $c=0$ the functions vanish. The squared gradient agrees almost everywhere with $a^2f_a^2$, so it is integrable too.

```lean
/-- For `a > 0` the functions `f²`, `f² / r` and `|∇f|²` of the spike are integrable. -/
theorem integrable_spike (c : ℝ) {a : ℝ} (ha : 0 < a) :
    Integrable (fun x => spike c a x ^ 2) ∧ Integrable (fun x => spike c a x ^ 2 / ‖x‖) ∧
      Integrable (fun x => ‖gradient (spike c a) x‖ ^ 2) := by
  have h1 : Integrable (fun x => spike c a x ^ 2) := by
    by_cases hc : c = 0
    · simp [spike, hc]
    · refine not_imp_comm.1 integral_undef ?_
      rw [integral_spike_sq c ha]
      positivity
  have h2 : Integrable (fun x => spike c a x ^ 2 / ‖x‖) := by
    by_cases hc : c = 0
    · simp [spike, hc]
    · refine not_imp_comm.1 integral_undef ?_
      have h := nuclearAttraction_spike c ha
      rw [nuclearAttraction] at h
      rw [h]
      positivity
  exact ⟨h1, h2, (h1.const_mul (a ^ 2)).congr (gradient_spike_sq_ae c a).symm⟩
```

The condition on $a$ does real work here. With $c=1$ and $a=0$ the spike is the constant function $1$, whose square has infinite integral over space. So `integrable_spike` becomes false if $a>0$ is relaxed to $a\ge0$.

**Q:** And the limit itself?

**A:** It follows from the closed forms, since $\pi c^2/a^n\to0$ for $n=1,2,3$. The energy norm uses $n=3$ and $n=1$, and the attraction uses $n=2$. The closed forms need $a>0$, which holds from some point on as $a\to\infty$; this is what `eventually_gt_atTop` supplies.

```lean
/-- As `a → ∞` the squared energy norm and the nuclear attraction integral of the spike
`c exp(-a r)` both tend to zero. -/
theorem spike_tendsto_zero (c : ℝ) :
    Tendsto (fun a => energyNormSq (spike c a)) atTop (𝓝 0) ∧
      Tendsto (fun a => nuclearAttraction (spike c a)) atTop (𝓝 0) := by
  have h (n : ℕ) (hn : n ≠ 0) : Tendsto (fun a : ℝ => π * c ^ 2 / a ^ n) atTop (𝓝 0) :=
    tendsto_const_nhds.div_atTop (tendsto_pow_atTop hn)
  constructor
  · have hs := (h 3 (by norm_num)).add (h 1 (by norm_num))
    rw [add_zero] at hs
    refine hs.congr' ?_
    filter_upwards [eventually_gt_atTop (0 : ℝ)] with a ha
    rw [energyNormSq, integral_spike_sq c ha, integral_gradient_spike_sq c ha, pow_one]
  · refine (h 2 (by norm_num)).congr' ?_
    filter_upwards [eventually_gt_atTop (0 : ℝ)] with a ha
    rw [nuclearAttraction_spike c ha]
```

**Q:** So far you have a function that disappears. I care about an orbital $\psi$ that is being approximated. What does the theorem say about that?

**A:** It takes any real function $\psi$ on space and any real $d$, and it states three things. Every $\psi_a$ has the value $d$ at the nucleus. The squared energy norm of $\psi_a-\psi$ tends to zero. The attraction integral of $\psi_a-\psi$ tends to zero as well.

The proof is short because $\psi_a-\psi$ is exactly the spike of height $d-\psi(0)$; that is the equation `e`. No smoothness or decay of $\psi$ is needed, since $\psi$ cancels before anything is integrated.

```lean
/-- Any function `ψ` is approached, in the energy norm and in the nuclear attraction integral
of the difference, by functions that all take an arbitrary prescribed value `d` at the nucleus. -/
theorem energy_convergence_does_not_control_contact (ψ : Space → ℝ) (d : ℝ) :
    (∀ a, spiked ψ d a 0 = d) ∧
      Tendsto (fun a => energyNormSq (fun x => spiked ψ d a x - ψ x)) atTop (𝓝 0) ∧
      Tendsto (fun a => nuclearAttraction (fun x => spiked ψ d a x - ψ x)) atTop (𝓝 0) := by
  -- the error is exactly the spike
  have e (a : ℝ) : (fun x => spiked ψ d a x - ψ x) = spike (d - ψ 0) a := by
    funext x
    rw [spiked, add_sub_cancel_left]
  simp only [e]
  exact ⟨fun a => by simp [spiked, spike], spike_tendsto_zero _⟩
```

**Q:** Isn't this just redefining a function at one point, which no integral can see?

**A:** No. Each spike is continuous, so if $\psi$ is continuous then $\psi_a$ is too, and its value $d$ at the nucleus is the limit of its values nearby. The region where $\psi_a$ differs appreciably from $\psi$ has a radius of order $1/a$, which is small but not zero.

**Q:** The attraction integral is taken of the difference. I would want the difference of the two attraction energies.

**A:** That is a fair distinction, and the theorem speaks only of the former. If $\int\psi^2/r$ is finite, the latter follows by hand. Write $s_a=\psi_a-\psi$; then
$$\int\frac{\psi_a^2-\psi^2}{r}=\int\frac{s_a^2}{r}+2\int\frac{s_a\psi}{r},$$
and by the Cauchy–Schwarz inequality the last integral is at most $\left(\int s_a^2/r\right)^{1/2}\left(\int\psi^2/r\right)^{1/2}$ in absolute value, which tends to zero.

**Q:** Your functions aren't normalised. Does the effect survive normalisation?

**A:** Yes. For the spike alone, normalisation means $c^2=a^3/\pi$. The contact density is then $a^3/\pi$, the squared energy norm is $1+a^2$, and the attraction integral is $a$. The ratio of contact density to squared energy norm,
$$\frac{a^3}{\pi(1+a^2)},$$
grows without bound. It is the same ratio as for the spike of unit height, because numerator and denominator are both quadratic in the function. As for $\psi_a$, suppose that $\psi$ is normalised and has finite energy norm. Then $N_a=\left(\int\psi_a^2\right)^{1/2}$ tends to $1$, so the normalised functions $\psi_a/N_a$ still converge to $\psi$ in the energy norm, while their values at the nucleus, $d/N_a$, tend to $d$.

**Q:** Then no inequality of the form "contact density at most $K$ times squared energy norm" can hold?

**A:** Not with one $K$ for all these functions, and this is the last theorem. For every real $K$ there is an $a>0$ for which the spike with $c=1$ violates the bound. By hand, the condition is
$$K\left(\frac{\pi}{a^3}+\frac{\pi}{a}\right)<1,$$
which holds for all large enough $a$. The Lean proof multiplies the limit already obtained by $K$, picks a positive $a$ where the product is below $1$, and uses that the spike's squared height is $1$.

```lean
/-- No constant `K` bounds the squared value at the nucleus by `K` times the squared energy norm:
some spike of unit height violates the bound. -/
theorem no_contact_bound (K : ℝ) :
    ∃ a > 0, K * energyNormSq (spike 1 a) < spike 1 a 0 ^ 2 := by
  have h := (spike_tendsto_zero 1).1.const_mul K
  rw [mul_zero] at h
  obtain ⟨a, ha, hK⟩ :=
    ((eventually_gt_atTop (0 : ℝ)).and (h.eventually_lt_const one_pos)).exists
  refine ⟨a, ha, ?_⟩
  have h1 : spike 1 a 0 ^ 2 = 1 := by simp [spike]
  rw [h1]
  exact hK

end

end ContactDensity
```

```lean
#print axioms ContactDensity.integrable_spike
#print axioms ContactDensity.energy_convergence_does_not_control_contact
#print axioms ContactDensity.no_contact_bound
```

```
'ContactDensity.integrable_spike' depends on axioms: [propext, Classical.choice, Quot.sound]
'ContactDensity.energy_convergence_does_not_control_contact' depends on axioms: [propext, Classical.choice, Quot.sound]
'ContactDensity.no_contact_bound' depends on axioms: [propext, Classical.choice, Quot.sound]
```

**Q:** What should I take from this when I compute a hyperfine coupling?

**A:** For a single real orbital and a point nucleus, without relativity, a small error in the energy norm does not by itself bound the error in the contact density, so convergence in that norm alone does not establish convergence of the density at the nucleus. The theorems say nothing about how a particular basis set behaves, and the functions $\psi_a$ are not claimed to solve a Schrödinger equation. Many-electron spin densities and nuclei of finite size would need separate statements.
